# Anomalous velocity and Lorentz force from the Euler-Lagrange equations of a wave-packet Lagrangian

A: Take differentiable fields $A,\varepsilon$ of crystal momentum $k$ and $a,\varphi$ of position $r$, all on $\mathbb R^3$, and let
$$L=(A(k)-r)\cdot k'-a(r)\cdot r'-\varepsilon(k)+\varphi(r),$$
where primes on $r$ and $k$ are time derivatives. A differentiable path satisfies the Euler-Lagrange equations of $L$ if and only if, at all times,
$$r'=\nabla\varepsilon-k'\times\operatorname{curl}A,\qquad k'=\nabla\varphi-r'\times\operatorname{curl}a.$$
Adding gradients of $C^2$ functions to $A$ or $a$ leaves the solutions unchanged.

Q: Which physics do these letters stand for?

A: An electron wave packet in one band: $\varepsilon$ is the band energy, $A$ the Berry connection, and $a$ and $\varphi$ the electromagnetic potentials. Units have $\hbar=1$ and electron charge $-1$, with any factor of $c$ absorbed in $a$. Then $-k'\times\operatorname{curl}A$ is the anomalous velocity, and the second equation is the Lorentz force. For a non-interacting electron in one isolated band and static fields, this connects the Berry curvature $\operatorname{curl}A$ of a band-structure calculation to transport such as the intrinsic part of the anomalous Hall effect.

Q: Derive it by hand first. I want to see the signs.

A: The canonical momenta are
$$\frac{\partial L}{\partial k'}=A(k)-r,\qquad \frac{\partial L}{\partial r'}=-a(r).$$
With velocities held fixed, the forces are
$$\frac{\partial L}{\partial k}=\nabla(A\cdot k')-\nabla\varepsilon,\qquad \frac{\partial L}{\partial r}=\nabla\varphi-\nabla(a\cdot r')-k'.$$
Setting the time derivative of each momentum equal to its force gives
$$(k'\cdot\nabla)A-r'=\nabla(A\cdot k')-\nabla\varepsilon,$$
$$-(r'\cdot\nabla)a=\nabla\varphi-\nabla(a\cdot r')-k'.$$
Now solve the first for $r'$ and the second for $k'$. Both need the same identity, for a field $F$ and a fixed vector $w$:
$$(w\cdot\nabla)F-\nabla(F\cdot w)=-w\times\operatorname{curl}F.$$
Number the components 0, 1, 2. Component 0 of $w\times\operatorname{curl}F$ is
$$w_1(\partial_0F_1-\partial_1F_0)-w_2(\partial_2F_0-\partial_0F_2)=\sum_j w_j(\partial_0F_j-\partial_jF_0),$$
which is minus component 0 of the left side. The other two follow by cyclic permutation. Inserting the identity yields the two equations of motion, and every step can be reversed.

For the gauge statement, component 2 of $\operatorname{curl}\nabla\chi$ is $\partial_0\partial_1\chi-\partial_1\partial_0\chi=0$ for $\chi$ of class $C^2$, and likewise for the others. Only the curls enter the equations of motion.

Q: Fine. But how do I know that the code speaks of the same gradient and curl?

A: They are built from partial derivatives. `Vec` is a triple of real numbers, `fderiv` is the total derivative, and applying it to the unit vector `Pi.single i 1` gives $\partial_i$.

In Lean 4 with Mathlib:

```lean
import Mathlib

open Matrix

namespace SemiclassicalDynamics

noncomputable section

/-- Vectors of three-dimensional position or crystal-momentum space. -/
abbrev Vec := Fin 3 → ℝ

/-- The gradient of a scalar field, as the vector of its partial derivatives. -/
def grad (f : Vec → ℝ) (x : Vec) : Vec := fun i => fderiv ℝ f x (Pi.single i 1)

/-- The curl of a vector field. -/
def curl (F : Vec → Vec) (x : Vec) : Vec :=
  ![grad (fun y => F y 2) x 1 - grad (fun y => F y 1) x 2,
    grad (fun y => F y 0) x 2 - grad (fun y => F y 2) x 0,
    grad (fun y => F y 1) x 0 - grad (fun y => F y 0) x 1]
```

Q: And the Lagrangian? Velocities are not independent of the path.

A: In `lagrangian` they are independent arguments, `v` for $r'$ and `w` for $k'$, as in any textbook partial derivative. `EulerLagrange` inserts the actual velocities afterwards. Its first half is the equation for $k$, its second the one for $r$.

```lean
/-- The wave-packet Lagrangian at position `r`, crystal momentum `k`, and velocities
`v` of `r` and `w` of `k`. -/
def lagrangian (A a : Vec → Vec) (ε φ : Vec → ℝ) (r k v w : Vec) : ℝ :=
  (A k - r) ⬝ᵥ w - a r ⬝ᵥ v - ε k + φ r

/-- The Euler-Lagrange equations of a Lagrangian `L r k r' k'` along a path: each canonical
momentum changes at the rate given by the gradient of `L` in the matching coordinate. -/
def EulerLagrange (L : Vec → Vec → Vec → Vec → ℝ) (r k : ℝ → Vec) : Prop :=
  ∀ t, HasDerivAt (fun s => grad (fun w => L (r s) (k s) (deriv r s) w) (deriv k s))
      (grad (fun q => L (r t) q (deriv r t) (deriv k t)) (k t)) t ∧
    HasDerivAt (fun s => grad (fun v => L (r s) (k s) v (deriv k s)) (deriv r s))
      (grad (fun x => L x (k t) (deriv r t) (deriv k t)) (r t)) t
```

Q: Euler-Lagrange equations usually contain accelerations. Why are differentiable paths enough?

A: Because $L$ is linear in the velocities, so its momenta contain none. `HasDerivAt` says that the momentum really has a derivative and that it equals the force.

Q: Then what has been assumed rather than derived?

A: The Lagrangian itself, which is not obtained here from Bloch states, and the Euler-Lagrange equations, which are the starting point instead of a stationary action. `A` is any differentiable field; calling it a Berry connection is our interpretation. It must be differentiable on all of $k$ space, which leaves out a singular connection at a band touching. The potentials are static, and $\varepsilon$ depends on $k$ alone. The orbital-moment energy in a magnetic field can therefore be included in $\varepsilon$ if the field is uniform, but in general not otherwise.

Q: Show me where the hand derivation appears in the proof.

A: Two facts about gradients come first: the total derivative applied to a vector is the dot product of the gradient with that vector, and $c\cdot y+d$ has gradient $c$.

```lean
/-- The total derivative `fderiv` of a scalar field, applied to `v`, is `grad` dotted with `v`. -/
theorem fderiv_eq_grad_dot (f : Vec → ℝ) (x v : Vec) :
    fderiv ℝ f x v = grad f x ⬝ᵥ v := by
  have hv : v = ∑ i, v i • (Pi.single i 1 : Vec) := by
    ext j
    simp [Finset.sum_apply, Pi.single_apply]
  conv_lhs => rw [hv]
  rw [map_sum]
  refine Finset.sum_congr rfl fun i _ => ?_
  simp only [map_smul, smul_eq_mul, grad]
  ring

/-- The gradient of the affine function `c · y + d` is `c`. -/
theorem grad_affine (c x : Vec) (d : ℝ) : grad (fun y => c ⬝ᵥ y + d) x = c := by
  have h : HasFDerivAt (fun y : Vec => c ⬝ᵥ y + d)
      (∑ j, c j • (ContinuousLinearMap.proj j : Vec →L[ℝ] ℝ)) x :=
    (HasFDerivAt.fun_sum fun j _ => (hasFDerivAt_apply j x).const_mul (c j)).add_const d
  ext i
  show fderiv ℝ (fun y : Vec => c ⬝ᵥ y + d) x (Pi.single i 1) = c i
  rw [h.fderiv]
  simp [Pi.single_apply]
```

The curl identity follows. The proof expands both terms on the left into partial derivatives, then `fin_cases i` checks the three components by algebra.

```lean
/-- For a differentiable field, the change of `F` along `w` minus the gradient of `F · w`
at fixed `w` is `-w × curl F`. -/
theorem fderiv_sub_grad_dot {F : Vec → Vec} (hF : Differentiable ℝ F) (x w : Vec) :
    fderiv ℝ F x w - grad (fun y => F y ⬝ᵥ w) x = -(w ⨯₃ curl F x) := by
  have h1 : ∀ j, fderiv ℝ F x w j = grad (fun y => F y j) x ⬝ᵥ w := fun j => by
    rw [← fderiv_eq_grad_dot, (hasFDerivAt_pi'.1 (hF x).hasFDerivAt j).fderiv]
    rfl
  have h : HasFDerivAt (fun y => F y ⬝ᵥ w) (∑ j, w j • fderiv ℝ (fun y => F y j) x) x :=
    HasFDerivAt.fun_sum fun j _ =>
      (differentiableAt_pi.1 (hF x) j).hasFDerivAt.mul_const (w j)
  have h2 : ∀ i, grad (fun y => F y ⬝ᵥ w) x i = ∑ j, w j * grad (fun y => F y j) x i :=
    fun i => by
      show fderiv ℝ (fun y => F y ⬝ᵥ w) x (Pi.single i 1) = _
      rw [h.fderiv]
      simp [grad]
  ext i
  rw [Pi.sub_apply, h1, h2]
  fin_cases i <;> simp [curl, cross_apply, dotProduct, Fin.sum_univ_three] <;> ring
```

Next come the momenta and the forces. In each case the Lagrangian is regrouped so that the variable being differentiated stands apart from the constants.

```lean
/-- The canonical momenta are `A(k) - r` for `k` and `-a(r)` for `r`. -/
theorem momenta (A a : Vec → Vec) (ε φ : Vec → ℝ) (r k v w : Vec) :
    grad (fun w => lagrangian A a ε φ r k v w) w = A k - r ∧
    grad (fun v => lagrangian A a ε φ r k v w) v = -a r := by
  have e1 : (fun w => lagrangian A a ε φ r k v w) =
      fun w => (A k - r) ⬝ᵥ w + (-(a r ⬝ᵥ v) - ε k + φ r) := by
    funext w
    simp only [lagrangian]
    ring
  have e2 : (fun v => lagrangian A a ε φ r k v w) =
      fun v => (-a r) ⬝ᵥ v + ((A k - r) ⬝ᵥ w - ε k + φ r) := by
    funext v
    simp only [lagrangian, neg_dotProduct]
    ring
  exact ⟨by rw [e1, grad_affine], by rw [e2, grad_affine]⟩

/-- For differentiable fields, the gradients of the Lagrangian in `k` and in `r` are
`∇(A · w) - ∇ε` and `∇φ - ∇(a · v) - w`. -/
theorem forces {A a : Vec → Vec} {ε φ : Vec → ℝ} (hA : Differentiable ℝ A)
    (ha : Differentiable ℝ a) (hε : Differentiable ℝ ε) (hφ : Differentiable ℝ φ)
    (r k v w : Vec) :
    grad (fun q => lagrangian A a ε φ r q v w) k = grad (fun q => A q ⬝ᵥ w) k - grad ε k ∧
    grad (fun x => lagrangian A a ε φ x k v w) r =
      grad φ r - grad (fun x => a x ⬝ᵥ v) r - w := by
  have hd : ∀ {F : Vec → Vec}, Differentiable ℝ F → ∀ u x : Vec,
      DifferentiableAt ℝ (fun y => F y ⬝ᵥ u) x := fun hF u x =>
    DifferentiableAt.fun_sum fun j _ => (differentiableAt_pi.1 (hF x) j).mul_const (u j)
  constructor
  · have e : (fun q => lagrangian A a ε φ r q v w) =
        fun q => A q ⬝ᵥ w - ε q - (r ⬝ᵥ w + a r ⬝ᵥ v - φ r) := by
      funext q
      simp only [lagrangian, sub_dotProduct]
      ring
    rw [e]
    funext i
    exact DFunLike.congr_fun (((hd hA w k).hasFDerivAt.sub
      (hε k).hasFDerivAt).sub_const _).fderiv (Pi.single i 1)
  · have e : (fun x => lagrangian A a ε φ x k v w) =
        fun x => φ x - a x ⬝ᵥ v - (w ⬝ᵥ x + (ε k - A k ⬝ᵥ w)) := by
      funext x
      simp only [lagrangian, sub_dotProduct, dotProduct_comm w x]
      ring
    have h3 : DifferentiableAt ℝ (fun x : Vec => w ⬝ᵥ x + (ε k - A k ⬝ᵥ w)) r := by
      simp only [dotProduct_comm w]
      exact (hd differentiable_id w r).add_const _
    rw [e]
    funext i
    have h := (((hφ r).hasFDerivAt.sub (hd ha v r).hasFDerivAt).sub h3.hasFDerivAt).fderiv
    refine (DFunLike.congr_fun h (Pi.single i 1)).trans ?_
    exact congrArg (fun z : Vec => (grad φ r - grad (fun x => a x ⬝ᵥ v) r - z) i)
      (grad_affine w r (ε k - A k ⬝ᵥ w))
```

Q: And the equivalence, in both directions?

A: The chain rule supplies the derivative of each momentum. Since a derivative is unique, the Euler-Lagrange equation holds exactly when that derivative equals the force; this is the local statement `key`. The `linear_combination` steps then add or subtract the curl identity `hc`, which works equally well forwards and backwards.

```lean
/-- For differentiable fields and paths, the Euler-Lagrange equations hold exactly when
`r' = ∇ε - k' × curl A` and `k' = ∇φ - r' × curl a` at all times. -/
theorem eulerLagrange_iff {A a : Vec → Vec} {ε φ : Vec → ℝ} {r k : ℝ → Vec}
    (hA : Differentiable ℝ A) (ha : Differentiable ℝ a) (hε : Differentiable ℝ ε)
    (hφ : Differentiable ℝ φ) (hr : Differentiable ℝ r) (hk : Differentiable ℝ k) :
    EulerLagrange (lagrangian A a ε φ) r k ↔
      ∀ t, deriv r t = grad ε (k t) - deriv k t ⨯₃ curl A (k t) ∧
        deriv k t = grad φ (r t) - deriv r t ⨯₃ curl a (r t) := by
  -- a momentum with known derivative `d` obeys its equation iff `d` is the force
  have key : ∀ {p p' : ℝ → Vec} {f f' d : Vec} {t : ℝ}, HasDerivAt p' d t → p = p' →
      f = f' → (HasDerivAt p f t ↔ d = f') := by
    intro p p' f f' d t hp e1 e2
    subst e1 e2
    exact ⟨fun h => hp.unique h, fun h => h ▸ hp⟩
  refine forall_congr' fun t => and_congr ?_ ?_
  · have hp : HasDerivAt (fun s => A (k s) - r s)
        (fderiv ℝ A (k t) (deriv k t) - deriv r t) t :=
      ((hA (k t)).hasFDerivAt.comp_hasDerivAt t (hk t).hasDerivAt).sub (hr t).hasDerivAt
    refine (key hp (funext fun s => (momenta A a ε φ _ _ _ _).1)
      (forces hA ha hε hφ _ _ _ _).1).trans ?_
    have hc := fderiv_sub_grad_dot hA (k t) (deriv k t)
    constructor <;> intro h <;> linear_combination (norm := module) hc - h
  · have hp : HasDerivAt (fun s => -a (r s)) (-(fderiv ℝ a (r t) (deriv r t))) t :=
      ((ha (r t)).hasFDerivAt.comp_hasDerivAt t (hr t).hasDerivAt).neg
    refine (key hp (funext fun s => (momenta A a ε φ _ _ _ _).2)
      (forces hA ha hε hφ _ _ _ _).2).trans ?_
    have hc := fderiv_sub_grad_dot ha (r t) (deriv r t)
    constructor <;> intro h
    · linear_combination (norm := module) h + hc
    · linear_combination (norm := module) h - hc
```

Q: A change of phase of the Bloch states shifts $A$ by a gradient. Does the proof see that the motion stays the same?

A: It sees the shift of $A$, and a gauge change of $a$ as well. `curl_add_grad` uses the symmetry of second derivatives, and also shows that the shifted field is still differentiable. `gauge_invariance` then applies the equivalence to both Lagrangians and compares the curls.

```lean
/-- Adding the gradient of a C² function to a differentiable field keeps it differentiable
and leaves its curl unchanged. -/
theorem curl_add_grad {F : Vec → Vec} {χ : Vec → ℝ} (hF : Differentiable ℝ F)
    (hχ : ContDiff ℝ 2 χ) :
    Differentiable ℝ (fun x => F x + grad χ x) ∧
      ∀ x, curl (fun x => F x + grad χ x) x = curl F x := by
  have h2 : ∀ x, HasFDerivAt (fderiv ℝ χ) (fderiv ℝ (fderiv ℝ χ) x) x := fun x =>
    ((hχ.fderiv_right (m := 1) one_add_one_eq_two.le).differentiable (by simp) x).hasFDerivAt
  have hg : ∀ x j, HasFDerivAt (fun y => grad χ y j)
      ((ContinuousLinearMap.apply ℝ ℝ (Pi.single j 1 : Vec)).comp
        (fderiv ℝ (fderiv ℝ χ) x)) x := fun x j =>
    (ContinuousLinearMap.apply ℝ ℝ (Pi.single j 1 : Vec)).hasFDerivAt.comp x (h2 x)
  refine ⟨hF.add (differentiable_pi.2 fun j x => (hg x j).differentiableAt), fun x => ?_⟩
  have hsum : ∀ i j, grad (fun y => F y j + grad χ y j) x i = grad (fun y => F y j) x i +
      fderiv ℝ (fderiv ℝ χ) x (Pi.single i 1) (Pi.single j 1) := fun i j =>
    DFunLike.congr_fun ((differentiableAt_pi.1 (hF x) j).hasFDerivAt.add (hg x j)).fderiv
      (Pi.single i 1)
  -- mixed second derivatives commute
  have hcurl : ∀ i j, grad (fun y => F y j + grad χ y j) x i -
      grad (fun y => F y i + grad χ y i) x j =
      grad (fun y => F y j) x i - grad (fun y => F y i) x j := fun i j => by
    have hs := second_derivative_symmetric
      (fun y => (hχ.differentiable (by simp) y).hasFDerivAt) (h2 x)
      (Pi.single i 1) (Pi.single j 1)
    rw [hsum, hsum]
    linear_combination hs
  simp only [curl, Pi.add_apply, hcurl]

/-- For differentiable fields and paths, adding gradients of C² functions to `A` and `a`
does not change which paths solve the Euler-Lagrange equations. -/
theorem gauge_invariance {A a : Vec → Vec} {ε φ χ η : Vec → ℝ} {r k : ℝ → Vec}
    (hA : Differentiable ℝ A) (ha : Differentiable ℝ a) (hε : Differentiable ℝ ε)
    (hφ : Differentiable ℝ φ) (hr : Differentiable ℝ r) (hk : Differentiable ℝ k)
    (hχ : ContDiff ℝ 2 χ) (hη : ContDiff ℝ 2 η) :
    EulerLagrange (lagrangian (fun q => A q + grad χ q) (fun x => a x + grad η x) ε φ) r k ↔
      EulerLagrange (lagrangian A a ε φ) r k := by
  rw [eulerLagrange_iff (curl_add_grad hA hχ).1 (curl_add_grad ha hη).1 hε hφ hr hk,
    eulerLagrange_iff hA ha hε hφ hr hk]
  simp only [(curl_add_grad hA hχ).2, (curl_add_grad ha hη).2]
```

Q: A magnetic field should do no work. What about the anomalous velocity?

A: The total force $k'$ does no work through it either, because the two are orthogonal. Write $\Omega=\operatorname{curl}A$ and $B=\operatorname{curl}a$, so that $\nabla\varepsilon=r'+k'\times\Omega$ and $\nabla\varphi=k'+r'\times B$. Along a solution,
$$\frac{d}{dt}(\varepsilon-\varphi)=(r'+k'\times\Omega)\cdot k'-(k'+r'\times B)\cdot r'=0,$$
since each cross product is orthogonal to the velocity it is dotted with. The code proves this algebra as `key` and concludes that a function with zero derivative is constant. Where its comment says that the Lorentz force does no work, only the magnetic part is meant; the electric part can do work. For a numerical integrator of this static one-band model, any drift of $\varepsilon(k)-\varphi(r)$ is therefore numerical error, although a path without drift can still be inaccurate.

```lean
/-- For differentiable fields, the energy `ε(k) - φ(r)` is the same at all times along a
differentiable solution of the Euler-Lagrange equations. -/
theorem energy_conserved {A a : Vec → Vec} {ε φ : Vec → ℝ} {r k : ℝ → Vec}
    (hA : Differentiable ℝ A) (ha : Differentiable ℝ a) (hε : Differentiable ℝ ε)
    (hφ : Differentiable ℝ φ) (hr : Differentiable ℝ r) (hk : Differentiable ℝ k)
    (h : EulerLagrange (lagrangian A a ε φ) r k) (s t : ℝ) :
    ε (k s) - φ (r s) = ε (k t) - φ (r t) := by
  -- neither the anomalous velocity nor the Lorentz force does work
  have key : ∀ u p Ω B : Vec, (u + p ⨯₃ Ω) ⬝ᵥ p - (p + u ⨯₃ B) ⬝ᵥ u = 0 := by
    intro u p Ω B
    simp only [cross_apply, dotProduct, Fin.sum_univ_three, Pi.add_apply, Matrix.cons_val]
    ring
  have hd : ∀ t, HasDerivAt (fun t => ε (k t) - φ (r t)) 0 t := fun t => by
    obtain ⟨h1, h2⟩ := (eulerLagrange_iff hA ha hε hφ hr hk).1 h t
    have h0 := ((hε (k t)).hasFDerivAt.comp_hasDerivAt t (hk t).hasDerivAt).sub
      ((hφ (r t)).hasFDerivAt.comp_hasDerivAt t (hr t).hasDerivAt)
    refine HasDerivAt.congr_deriv h0 ?_
    rw [fderiv_eq_grad_dot, fderiv_eq_grad_dot, ← eq_sub_iff_add_eq.1 h1,
      ← eq_sub_iff_add_eq.1 h2]
    exact key _ _ _ _
  exact is_const_of_deriv_eq_zero (fun t => (hd t).differentiableAt) (fun t => (hd t).deriv) s t
```

Q: Each velocity still appears in the other's equation. Can I separate them?

A: Yes. Substitute the second equation into the first:
$$r'=\nabla\varepsilon-\nabla\varphi\times\Omega+(r'\times B)\times\Omega.$$
The last term is $(r'\cdot\Omega)B-(B\cdot\Omega)r'$, and $r'\cdot\Omega=\nabla\varepsilon\cdot\Omega$ because $k'\times\Omega$ is orthogonal to $\Omega$. Hence
$$(1+B\cdot\Omega)\,r'=\nabla\varepsilon-\nabla\varphi\times\Omega+(\nabla\varepsilon\cdot\Omega)B.$$
Exchanging the roles of $r,\varepsilon,\Omega$ and $k,\varphi,B$ gives
$$(1+\Omega\cdot B)\,k'=\nabla\varphi-\nabla\varepsilon\times B+(\nabla\varphi\cdot B)\Omega.$$
In the code, `key` is the underlying vector identity, checked by components and used once for each velocity. The factor stays on the left, so the theorem also holds where $1+B\cdot\Omega$ vanishes, although there it no longer fixes the velocities.

```lean
/-- For differentiable fields and a differentiable solution, each velocity times
`1 + curl a · curl A` is given by the fields at the current position and crystal momentum. -/
theorem decoupled_velocities {A a : Vec → Vec} {ε φ : Vec → ℝ} {r k : ℝ → Vec}
    (hA : Differentiable ℝ A) (ha : Differentiable ℝ a) (hε : Differentiable ℝ ε)
    (hφ : Differentiable ℝ φ) (hr : Differentiable ℝ r) (hk : Differentiable ℝ k)
    (h : EulerLagrange (lagrangian A a ε φ) r k) (t : ℝ) :
    (1 + curl a (r t) ⬝ᵥ curl A (k t)) • deriv r t =
      grad ε (k t) - grad φ (r t) ⨯₃ curl A (k t) +
        (grad ε (k t) ⬝ᵥ curl A (k t)) • curl a (r t) ∧
    (1 + curl A (k t) ⬝ᵥ curl a (r t)) • deriv k t =
      grad φ (r t) - grad ε (k t) ⨯₃ curl a (r t) +
        (grad φ (r t) ⬝ᵥ curl a (r t)) • curl A (k t) := by
  have key : ∀ u p Ω B : Vec, (1 + B ⬝ᵥ Ω) • u =
      (u + p ⨯₃ Ω) - (p + u ⨯₃ B) ⨯₃ Ω + ((u + p ⨯₃ Ω) ⬝ᵥ Ω) • B := by
    intro u p Ω B
    -- compare the three Cartesian components
    have hc : ∀ x y : Vec, x 0 = y 0 → x 1 = y 1 → x 2 = y 2 → x = y := by
      intro x y h0 h1 h2
      ext i
      fin_cases i
      exacts [h0, h1, h2]
    apply hc <;> simp only [cross_apply, dotProduct, Fin.sum_univ_three, Pi.add_apply,
      Pi.sub_apply, Pi.smul_apply, smul_eq_mul, Matrix.cons_val] <;> ring
  obtain ⟨h1, h2⟩ := (eulerLagrange_iff hA ha hε hφ hr hk).1 h t
  rw [← eq_sub_iff_add_eq.1 h1, ← eq_sub_iff_add_eq.1 h2]
  exact ⟨key _ _ _ _, key _ _ _ _⟩

end

end SemiclassicalDynamics
```

```lean
#print axioms SemiclassicalDynamics.eulerLagrange_iff
#print axioms SemiclassicalDynamics.gauge_invariance
#print axioms SemiclassicalDynamics.energy_conserved
#print axioms SemiclassicalDynamics.decoupled_velocities
```

```
'SemiclassicalDynamics.eulerLagrange_iff' depends on axioms: [propext, Classical.choice, Quot.sound]
'SemiclassicalDynamics.gauge_invariance' depends on axioms: [propext, Classical.choice, Quot.sound]
'SemiclassicalDynamics.energy_conserved' depends on axioms: [propext, Classical.choice, Quot.sound]
'SemiclassicalDynamics.decoupled_velocities' depends on axioms: [propext, Classical.choice, Quot.sound]
```
